# The trace of the quantum metric bounds the Berry curvature of a band projector

Let $P$ be the orthogonal projector onto the occupied bands at one k-point, so $P^\dagger=P$ and $P^2=P$. Let $Q=1-P$, and let $A$, $B$ be Hermitian matrices of the same finite size. Define

$$g=\mathrm{tr}(PAQA)+\mathrm{tr}(PBQB),\qquad f=i\,[\mathrm{tr}(PAQB)-\mathrm{tr}(PBQA)].$$

Both are real. With $A=\partial_{k_x}P$ and $B=\partial_{k_y}P$, $g=g_{xx}+g_{yy}$ is the trace over $x$ and $y$ of the quantum metric $g_{\mu\nu}=\mathrm{Re}\,\mathrm{tr}(P\,\partial_\mu P\,Q\,\partial_\nu P)$, which is $\mathrm{Re}\langle\partial_\mu u|Q|\partial_\nu u\rangle$ for a single band $u$, and $f$ is the Berry curvature $\Omega_{xy}$, traced over the occupied bands, in the convention $\Omega_{xy}=i(\langle\partial_x u|\partial_y u\rangle-\langle\partial_y u|\partial_x u\rangle)$ for a single band $u$. The bound is

$$|\mathrm{tr}(PAQB)-\mathrm{tr}(PBQA)|=|f|\le g,$$

with equality exactly when $Q(A+iB)P=0$ or $Q(A-iB)P=0$.

## Checking metric and curvature in a band code

In a non-interacting k·p or tight-binding model with an orthonormal basis and a gap between occupied states $n$ and empty states $m$, a code can build the interband block from

$$\langle m|A|n\rangle=\frac{\langle m|\partial_{k_x}H|n\rangle}{E_n-E_m},$$

and likewise for $B$ with $\partial_{k_y}H$. The opposite block follows by Hermitian conjugation.

The bound then gives a test at each k-point: a value of $|f|$ above $g$ by more than rounding error points to a wrong factor or inconsistent matrix elements. The test also applies when $A$ and $B$ are central differences of $P$, since these are Hermitian at any step size. It does not apply directly to a curvature taken from plaquette phases, which is a different discrete quantity.

## Completing the square in the interband blocks

Write $X_A=QAP$ and $X_B=QBP$. Since $Q^\dagger=Q$ and $Q^2=1-2P+P^2=Q$, cyclicity of the trace gives

$$\mathrm{tr}(X_A^\dagger X_B)=\mathrm{tr}(PAQ\,QBP)=\mathrm{tr}(P^2AQB)=\mathrm{tr}(PAQB).$$

The other three traces follow in the same way. Let $w(M)=\mathrm{tr}(M^\dagger M)=\sum_{ij}|M_{ij}|^2$. Then

$$\begin{aligned}
w(X_A\pm iX_B)&=\mathrm{tr}[(X_A^\dagger\mp iX_B^\dagger)(X_A\pm iX_B)]\\
&=w(X_A)+w(X_B)\pm i[\mathrm{tr}(X_A^\dagger X_B)-\mathrm{tr}(X_B^\dagger X_A)]\\
&=g\pm f.
\end{aligned}$$

Here $g=w(X_A)+w(X_B)$ is real, and so is $f=w(X_A+iX_B)-g$. Both weights are nonnegative, hence $-g\le f\le g$. Equality $|f|=g$ means $g+f=0$ or $g-f=0$. A weight vanishes only for the zero matrix, so one of the blocks $Q(A\pm iB)P=X_A\pm iX_B$ is zero.

Summing $g_k\pm f_k$ over a finite set of k-points gives $|\sum_k f_k|\le\sum_k g_k$. Equality now requires the same block, with one common sign, to vanish at every k-point.

The smallest case with nonzero curvature has two levels. For $P=|1\rangle\langle1|$, $A=\sigma_x$ and $B=\sigma_y$, the blocks are $X_A=|2\rangle\langle1|$ and $X_B=i|2\rangle\langle1|$. Thus $X_A+iX_B=0$, $g=2$ and $f=-2$. In dimension one, $P$ is 0 or 1 and both sides of the bound vanish.

## The Lean file

```lean
import Mathlib

open Matrix

namespace QuantumMetricTraceBound

noncomputable section

variable {n : Type*} [Fintype n] [DecidableEq n]

/-- The block `Q X P` of an operator `X` that leads from the occupied bands (projector `P`)
to the empty bands (projector `Q = 1 - P`). -/
def interband (P X : Matrix n n ℂ) : Matrix n n ℂ := (1 - P) * X * P

/-- The real part of `tr(PAQA) + tr(PBQB)`. It is the trace of the quantum metric when `A` and `B`
are the kx- and ky-derivatives of the projector `P`. -/
def metricTrace (P A B : Matrix n n ℂ) : ℝ :=
  (Matrix.trace (P * A * (1 - P) * A) + Matrix.trace (P * B * (1 - P) * B)).re

/-- The real part of `i (tr(PAQB) - tr(PBQA))`. It is the Berry curvature, traced over the occupied
bands, when `A` and `B` are the kx- and ky-derivatives of the projector `P`. -/
def curvature (P A B : Matrix n n ℂ) : ℝ :=
  (Complex.I * (Matrix.trace (P * A * (1 - P) * B) - Matrix.trace (P * B * (1 - P) * A))).re

/-- The Hilbert-Schmidt weight of an operator: the sum of the squared moduli of its matrix elements.
-/
def weight (M : Matrix n n ℂ) : ℝ := ∑ i, ∑ j, Complex.normSq (M i j)

omit [DecidableEq n] in
/-- The Hilbert-Schmidt weight is nonnegative. -/
lemma weight_nonneg (M : Matrix n n ℂ) : 0 ≤ weight M :=
  Finset.sum_nonneg fun i _ => Finset.sum_nonneg fun j _ => Complex.normSq_nonneg (M i j)

omit [DecidableEq n] in
/-- An operator has zero Hilbert-Schmidt weight exactly when it vanishes. -/
lemma weight_eq_zero_iff (M : Matrix n n ℂ) : weight M = 0 ↔ M = 0 := by
  constructor
  · intro h
    unfold weight at h
    ext i j
    have h1 := (Finset.sum_eq_zero_iff_of_nonneg (fun i _ =>
      Finset.sum_nonneg fun j _ => Complex.normSq_nonneg (M i j))).1 h i (Finset.mem_univ i)
    have h2 := (Finset.sum_eq_zero_iff_of_nonneg (fun j _ =>
      Complex.normSq_nonneg (M i j))).1 h1 j (Finset.mem_univ j)
    exact Complex.normSq_eq_zero.1 h2
  · rintro rfl
    simp [weight]

omit [DecidableEq n] in
/-- The Hilbert-Schmidt weight is the trace of `M† M`. -/
lemma trace_eq_weight (M : Matrix n n ℂ) : Matrix.trace (Mᴴ * M) = (weight M : ℂ) := by
  simp only [Matrix.trace, Matrix.diag_apply, Matrix.mul_apply, Matrix.conjTranspose_apply,
    weight]
  push_cast
  rw [Finset.sum_comm]
  refine Finset.sum_congr rfl fun i _ => Finset.sum_congr rfl fun j _ => ?_
  exact Complex.normSq_eq_conj_mul_self.symm

/-- The Hilbert-Schmidt overlap of the interband blocks of `A` and `B` is `tr(PAQB)`. -/
theorem trace_interband {P A : Matrix n n ℂ} (hP : P.IsHermitian) (hPP : P * P = P)
    (hA : A.IsHermitian) (B : Matrix n n ℂ) :
    Matrix.trace ((interband P A)ᴴ * interband P B) = Matrix.trace (P * A * (1 - P) * B) := by
  have hQ : (1 - P) * (1 - P) = 1 - P := by
    calc (1 - P) * (1 - P) = 1 - P - P + P * P := by noncomm_ring
      _ = 1 - P := by rw [hPP]; abel
  have hadj : (interband P A)ᴴ = P * A * (1 - P) := by
    simp only [interband, Matrix.conjTranspose_mul, Matrix.conjTranspose_sub,
      Matrix.conjTranspose_one, hP.eq, hA.eq, Matrix.mul_assoc]
  rw [hadj]
  calc Matrix.trace (P * A * (1 - P) * interband P B)
      = Matrix.trace (P * A * ((1 - P) * (1 - P)) * B * P) := by
        simp only [interband, Matrix.mul_assoc]
    _ = Matrix.trace (P * (P * A * (1 - P) * B)) := by
        rw [hQ, Matrix.trace_mul_comm]
    _ = Matrix.trace (P * P * A * (1 - P) * B) := by simp only [Matrix.mul_assoc]
    _ = Matrix.trace (P * A * (1 - P) * B) := by rw [hPP]

/-- Completing the square: the weight of `Q(A+iB)P` in terms of the four band traces. -/
lemma weight_expand {P A B : Matrix n n ℂ} (hP : P.IsHermitian) (hPP : P * P = P)
    (hA : A.IsHermitian) (hB : B.IsHermitian) :
    (weight (interband P (A + Complex.I • B)) : ℂ) =
      (Matrix.trace (P * A * (1 - P) * A) + Matrix.trace (P * B * (1 - P) * B)) +
      Complex.I *
        (Matrix.trace (P * A * (1 - P) * B) - Matrix.trace (P * B * (1 - P) * A)) := by
  have hl : interband P (A + Complex.I • B)
      = interband P A + Complex.I • interband P B := by
    simp only [interband, mul_add, add_mul, Matrix.mul_smul, Matrix.smul_mul]
  rw [← trace_eq_weight, ← trace_interband hP hPP hA A, ← trace_interband hP hPP hB B,
    ← trace_interband hP hPP hA B, ← trace_interband hP hPP hB A, hl]
  simp only [Matrix.conjTranspose_add, Matrix.conjTranspose_smul, add_mul, mul_add,
    Matrix.smul_mul, Matrix.mul_smul, Matrix.trace_add, Matrix.trace_smul, smul_eq_mul,
    Complex.star_def, Complex.conj_I]
  linear_combination
    (-(Matrix.trace ((interband P B)ᴴ * interband P B))) * Complex.I_sq

/-- The combinations `tr(PAQA) + tr(PBQB)` and `i (tr(PAQB) - tr(PBQA))` are real: they equal
`metricTrace` and `curvature`. -/
theorem metric_and_curvature_real {P A B : Matrix n n ℂ} (hP : P.IsHermitian)
    (hPP : P * P = P) (hA : A.IsHermitian) (hB : B.IsHermitian) :
    Matrix.trace (P * A * (1 - P) * A) + Matrix.trace (P * B * (1 - P) * B)
      = (metricTrace P A B : ℂ) ∧
    Complex.I * (Matrix.trace (P * A * (1 - P) * B) - Matrix.trace (P * B * (1 - P) * A))
      = (curvature P A B : ℂ) := by
  have e1 : Matrix.trace (P * A * (1 - P) * A) + Matrix.trace (P * B * (1 - P) * B)
      = ((weight (interband P A) + weight (interband P B) : ℝ) : ℂ) := by
    rw [← trace_interband hP hPP hA A, ← trace_interband hP hPP hB B,
      trace_eq_weight, trace_eq_weight, Complex.ofReal_add]
  have e2 : Complex.I *
      (Matrix.trace (P * A * (1 - P) * B) - Matrix.trace (P * B * (1 - P) * A))
      = ((weight (interband P (A + Complex.I • B))
          - (weight (interband P A) + weight (interband P B)) : ℝ) : ℂ) := by
    rw [Complex.ofReal_sub, ← e1, weight_expand hP hPP hA hB]
    ring
  constructor
  · unfold metricTrace
    rw [e1, Complex.ofReal_re]
  · unfold curvature
    rw [e2, Complex.ofReal_re]

/-- The weights of the chiral blocks `Q(A+iB)P` and `Q(A-iB)P` are the metric trace plus and
minus the Berry curvature. -/
theorem weight_chiral {P A B : Matrix n n ℂ} (hP : P.IsHermitian) (hPP : P * P = P)
    (hA : A.IsHermitian) (hB : B.IsHermitian) :
    weight (interband P (A + Complex.I • B)) = metricTrace P A B + curvature P A B ∧
    weight (interband P (A - Complex.I • B)) = metricTrace P A B - curvature P A B := by
  have plus : ∀ C : Matrix n n ℂ, C.IsHermitian →
      weight (interband P (A + Complex.I • C)) = metricTrace P A C + curvature P A C := by
    intro C hC
    unfold metricTrace curvature
    rw [← Complex.add_re, ← weight_expand hP hPP hA hC, Complex.ofReal_re]
  refine ⟨plus B hB, ?_⟩
  -- reversing B keeps the metric and flips the curvature
  have hg : metricTrace P A (-B) = metricTrace P A B := by
    simp only [metricTrace, mul_neg, neg_mul, neg_neg]
  have hf : curvature P A (-B) = -curvature P A B := by
    unfold curvature
    simp only [mul_neg, neg_mul, Matrix.trace_neg]
    rw [← Complex.neg_re]
    congr 1
    ring
  rw [sub_eq_add_neg, ← smul_neg, plus (-B) hB.neg, hg, hf, ← sub_eq_add_neg]

/-- If `g + f` and `g - f` are nonnegative, then `|f| = g` exactly when one of them vanishes. -/
lemma abs_eq_iff_of_nonneg {g f : ℝ} (h1 : 0 ≤ g + f) (h2 : 0 ≤ g - f) :
    |f| = g ↔ g + f = 0 ∨ g - f = 0 := by
  constructor
  · intro h
    rcases abs_cases f with ⟨h', _⟩ | ⟨h', _⟩
    · right; linarith
    · left; linarith
  · rintro (h | h)
    · rw [abs_of_nonpos (by linarith)]; linarith
    · rw [abs_of_nonneg (by linarith)]; linarith

/-- The quantum metric bounds the Berry curvature, `|tr(PAQB) - tr(PBQA)| ≤ tr(PAQA) + tr(PBQB)`,
with equality exactly when `Q(A+iB)P = 0` or `Q(A-iB)P = 0`. -/
theorem metric_bounds_curvature {P A B : Matrix n n ℂ} (hP : P.IsHermitian)
    (hPP : P * P = P) (hA : A.IsHermitian) (hB : B.IsHermitian) :
    ‖Matrix.trace (P * A * (1 - P) * B) - Matrix.trace (P * B * (1 - P) * A)‖
      ≤ metricTrace P A B ∧
    (‖Matrix.trace (P * A * (1 - P) * B) - Matrix.trace (P * B * (1 - P) * A)‖
      = metricTrace P A B ↔
      (1 - P) * (A + Complex.I • B) * P = 0 ∨ (1 - P) * (A - Complex.I • B) * P = 0) := by
  have hn : ‖Matrix.trace (P * A * (1 - P) * B) - Matrix.trace (P * B * (1 - P) * A)‖
      = |curvature P A B| := by
    rw [← Real.norm_eq_abs, ← Complex.norm_real,
      ← (metric_and_curvature_real hP hPP hA hB).2, norm_mul, Complex.norm_I, one_mul]
  obtain ⟨hp, hm⟩ := weight_chiral hP hPP hA hB
  have h1 := weight_nonneg (interband P (A + Complex.I • B))
  have h2 := weight_nonneg (interband P (A - Complex.I • B))
  rw [hp] at h1
  rw [hm] at h2
  rw [hn]
  refine ⟨abs_le.2 ⟨by linarith, by linarith⟩, ?_⟩
  rw [abs_eq_iff_of_nonneg h1 h2, ← hp, ← hm, weight_eq_zero_iff, weight_eq_zero_iff]
  rfl

/-- Summed over a finite set of k-points, the metric bounds the absolute total curvature, with
equality exactly when one and the same chiral block vanishes at every k-point. -/
theorem total_metric_bounds_total_curvature {κ : Type*} [Fintype κ]
    {P A B : κ → Matrix n n ℂ} (hP : ∀ k, (P k).IsHermitian) (hPP : ∀ k, P k * P k = P k)
    (hA : ∀ k, (A k).IsHermitian) (hB : ∀ k, (B k).IsHermitian) :
    |∑ k, curvature (P k) (A k) (B k)| ≤ ∑ k, metricTrace (P k) (A k) (B k) ∧
    (|∑ k, curvature (P k) (A k) (B k)| = ∑ k, metricTrace (P k) (A k) (B k) ↔
      (∀ k, interband (P k) (A k + Complex.I • B k) = 0) ∨
      (∀ k, interband (P k) (A k - Complex.I • B k) = 0)) := by
  have hp : ∑ k, weight (interband (P k) (A k + Complex.I • B k))
      = ∑ k, metricTrace (P k) (A k) (B k) + ∑ k, curvature (P k) (A k) (B k) := by
    rw [← Finset.sum_add_distrib]
    exact Finset.sum_congr rfl fun k _ => (weight_chiral (hP k) (hPP k) (hA k) (hB k)).1
  have hm : ∑ k, weight (interband (P k) (A k - Complex.I • B k))
      = ∑ k, metricTrace (P k) (A k) (B k) - ∑ k, curvature (P k) (A k) (B k) := by
    rw [← Finset.sum_sub_distrib]
    exact Finset.sum_congr rfl fun k _ => (weight_chiral (hP k) (hPP k) (hA k) (hB k)).2
  -- a sum of weights vanishes only if every block does
  have hz : ∀ M : κ → Matrix n n ℂ, ∑ k, weight (M k) = 0 ↔ ∀ k, M k = 0 := by
    intro M
    rw [Finset.sum_eq_zero_iff_of_nonneg (fun k _ => weight_nonneg (M k))]
    exact ⟨fun h k => (weight_eq_zero_iff _).1 (h k (Finset.mem_univ k)),
      fun h k _ => (weight_eq_zero_iff _).2 (h k)⟩
  have h1 := Finset.sum_nonneg fun k (_ : k ∈ Finset.univ) =>
    weight_nonneg (interband (P k) (A k + Complex.I • B k))
  have h2 := Finset.sum_nonneg fun k (_ : k ∈ Finset.univ) =>
    weight_nonneg (interband (P k) (A k - Complex.I • B k))
  rw [hp] at h1
  rw [hm] at h2
  refine ⟨abs_le.2 ⟨by linarith, by linarith⟩, ?_⟩
  rw [abs_eq_iff_of_nonneg h1 h2, ← hp, ← hm, hz, hz]

/-- The projector onto the first state of a two-level system. -/
def P₀ : Matrix (Fin 2) (Fin 2) ℂ := !![1, 0; 0, 0]

/-- The Pauli matrix `σx`. -/
def σx : Matrix (Fin 2) (Fin 2) ℂ := !![0, 1; 1, 0]

/-- The Pauli matrix `σy`. -/
def σy : Matrix (Fin 2) (Fin 2) ℂ := !![0, -Complex.I; Complex.I, 0]

/-- The two-level projector with `A = σx` and `B = σy` meets all hypotheses and has metric
trace `2` and Berry curvature `-2`. -/
theorem metric_bounds_curvature_witness :
    P₀.IsHermitian ∧ P₀ * P₀ = P₀ ∧ σx.IsHermitian ∧ σy.IsHermitian ∧
    metricTrace P₀ σx σy = 2 ∧ curvature P₀ σx σy = -2 := by
  have hQ : 1 - P₀ = !![0, 0; 0, 1] := by
    ext i j
    fin_cases i <;> fin_cases j <;> simp [P₀, Matrix.sub_apply]
  refine ⟨?_, ?_, ?_, ?_, ?_, ?_⟩
  · unfold Matrix.IsHermitian
    ext i j
    fin_cases i <;> fin_cases j <;> simp [P₀, Matrix.conjTranspose_apply]
  · ext i j
    fin_cases i <;> fin_cases j <;> simp [P₀, Matrix.mul_apply, Fin.sum_univ_two]
  · unfold Matrix.IsHermitian
    ext i j
    fin_cases i <;> fin_cases j <;> simp [σx, Matrix.conjTranspose_apply]
  · unfold Matrix.IsHermitian
    ext i j
    fin_cases i <;> fin_cases j <;> simp [σy, Matrix.conjTranspose_apply]
  · unfold metricTrace
    rw [hQ]
    simp [P₀, σx, σy, Matrix.trace_fin_two] <;> norm_num
  · unfold curvature
    rw [hQ]
    simp [P₀, σx, σy, Matrix.trace_fin_two] <;> norm_num

end

end QuantumMetricTraceBound
```

```lean
#print axioms QuantumMetricTraceBound.metric_bounds_curvature
#print axioms QuantumMetricTraceBound.total_metric_bounds_total_curvature
```

```
'QuantumMetricTraceBound.metric_bounds_curvature' depends on axioms: [propext, Classical.choice, Quot.sound]
'QuantumMetricTraceBound.total_metric_bounds_total_curvature' depends on axioms: [propext, Classical.choice, Quot.sound]
```

## From the algebra to the Lean proof

`interband P X` is $QXP$, `weight` is $w$, and `metricTrace` and `curvature` are the real parts of $g$ and $f$. `metric_and_curvature_real` shows that taking real parts loses nothing. The norm bars in `metric_bounds_curvature` denote the modulus of a complex number.

`trace_interband` is the overlap identity, and `weight_expand` completes the square, with `linear_combination` supplying $i^2=-1$. `weight_chiral` obtains the minus sign by replacing $B$ with $-B$. The bound follows by `linarith` from the two nonnegative weights; `abs_eq_iff_of_nonneg` and `weight_eq_zero_iff` settle equality. `total_metric_bounds_total_curvature` repeats the argument for sums, and `metric_bounds_curvature_witness` evaluates the two-level example.

## Exact matrices at finitely many k-points

The theorems hold for any Hermitian $A$ and $B$ and any orthogonal projector $P$, including degenerate occupied bands. No hypothesis ties $A$ and $B$ to derivatives of $P$; that identification belongs to the application, as does the differentiability of $P$, which a gap secures when $H$ depends smoothly on $k$. The sum over k-points is finite and unweighted, with the same matrix size throughout, so Brillouin-zone integrals and the quantisation of the Chern number are not treated. Arithmetic is exact: a code needs a tolerance for rounding and for a computed $P$ that is only approximately idempotent.
